# The clock and shift matrices $X^aZ^b$ are a trace-orthogonal basis of the complex $n\times n$ matrices

The shift wraps around, so the row and column labels must carry arithmetic modulo $n$, while the matrix power $X^a$ used here takes an ordinary natural number, not a residue class, as exponent. The Lean file below settles this by indexing rows, columns and the labels $a,b$ all by `ZMod n`, the integers modulo $n$, and by using the representative `a.val` in $\{0,\dots,n-1\}$ wherever an exponent is needed. Counting therefore starts at zero, $j+1$ wraps to $0$ at $j=n-1$, and $n\ge 1$ enters as the hypothesis `[NeZero n]`.

## The matrices and the identities

Let $\omega=e^{2\pi i/n}$ and let $e_0,\dots,e_{n-1}$ be the standard basis of $\mathbb C^n$. The shift and the clock act as

$$Xe_j=e_{j+1},\qquad Ze_j=\omega^{j}e_j ,$$

with $j+1$ taken modulo $n$. These are `omega`, `shift` and `clock`; the entry of `shift n` in row $i$ and column $j$ is $1$ when `i = j + 1` and $0$ otherwise. For $0\le a,b<n$ put $W_{ab}=X^aZ^b$, which is `weyl a b`, defined as `shift n ^ a.val * clock n ^ b.val` with the shift on the left and no extra phase. The dagger $\dagger$ is the conjugate transpose, `ᴴ` in Lean, and the bar is complex conjugation, `star` in Lean.

Four statements are proved for every $n\ge1$. The theorem `weyl_trace_orthogonality` says that for all labels $a,b,c,d$

$$\operatorname{tr}\!\big(W_{ab}^\dagger W_{cd}\big)=n\,\delta_{ac}\,\delta_{bd},$$

where the product of Kronecker deltas appears as `if a = c ∧ b = d then (n : ℂ) else 0`. The theorem `weyl_basis` says that the $n^2$ matrices, indexed by pairs in `ZMod n × ZMod n`, are linearly independent over $\mathbb C$ and that their span is `⊤`, the space of all complex $n\times n$ matrices. The theorem `weyl_expansion` gives the coefficients of an arbitrary matrix $A$,

$$A=\sum_{a,b}\alpha_{ab}W_{ab},\qquad \alpha_{ab}=\frac{\operatorname{tr}(W_{ab}^\dagger A)}{n},$$

and `weyl_parseval` says that for arbitrary $A$ and $B$

$$\operatorname{tr}(A^\dagger B)=\frac1n\sum_{a,b}\overline{\operatorname{tr}(W_{ab}^\dagger A)}\;\operatorname{tr}(W_{ab}^\dagger B).$$

The $W_{ab}$ are not normalised. In the inner product $\langle A,B\rangle=\operatorname{tr}(A^\dagger B)$ each has squared norm $n$, so the orthonormal family is $W_{ab}/\sqrt n$. With $\beta_{ab}$ the coefficients of $B$, Parseval reads $\operatorname{tr}(A^\dagger B)=n\sum_{a,b}\overline{\alpha_{ab}}\,\beta_{ab}$.

## Storing an operator as $n^2$ coefficients

A code that stores a Hamiltonian, a density matrix or a jump operator of a single system with finitely many levels $n$ as a table of coefficients $\alpha_{ab}$ can draw on each of the four statements. Such a system may be a qudit, one site of a clock model, or one spinless particle on a ring of $n$ sites with one orbital per site. Orthogonality is what lets each coefficient be computed by one trace, with no linear system to solve. Completeness is what makes the round trip from matrix to table and back return the same matrix. Parseval converts norms: for a Hermitian density matrix $\rho$, setting $A=B=\rho$ gives the purity as $\operatorname{tr}\rho^2=\frac1n\sum_{a,b}|\operatorname{tr}(W_{ab}^\dagger\rho)|^2$, and discarding a set of terms from an expansion costs $n\sum|\alpha_{ab}|^2$, summed over the discarded labels, in squared Frobenius norm.

## From matrix entries to Parseval

**Entries.** Applying the shift $k$ times gives $X^ke_j=e_{j+k}$, and $Z^be_j=\omega^{jb}e_j$. Hence $W_{ab}e_j=\omega^{jb}e_{j+a}$, that is

$$(W_{ab})_{ij}=\delta_{i,\,j+a}\;\omega^{jb}.$$

Each column holds one nonzero entry, of modulus one.

**The phase sum.** Put $u=\bar\omega^{\,b}\omega^{d}$, so that $\overline{\omega^{jb}}\,\omega^{jd}=u^j$. If $b=d$, then $u=(\bar\omega\omega)^b=1$ and the sum over $j$ is $n$. If $b\ne d$, then $u^n=(\bar\omega^{\,n})^b(\omega^n)^d=1$. Also $u\neq1$: multiplying $u=1$ by $\omega^b$ would give $\omega^d=\omega^b$, and the powers $\omega^0,\dots,\omega^{n-1}$ of a primitive $n$-th root of unity are distinct. The geometric sum is then $(u^n-1)/(u-1)=0$. Together,

$$\sum_{j=0}^{n-1}\overline{\omega^{jb}}\,\omega^{jd}=n\,\delta_{bd},$$

which is the orthogonality of the characters $j\mapsto\omega^{jb}$ of the cyclic group of order $n$.

**The trace.** Written in entries,

$$\operatorname{tr}(W_{ab}^\dagger W_{cd})=\sum_j\sum_i\overline{(W_{ab})_{ij}}\,(W_{cd})_{ij}=\sum_j\sum_i\delta_{i,j+a}\,\delta_{i,j+c}\,\overline{\omega^{jb}}\,\omega^{jd}.$$

The sum over $i$ sets $i=j+a$ and leaves $\delta_{j+a,\,j+c}=\delta_{ac}$. The remaining sum over $j$ is the phase sum, which gives $n\,\delta_{ac}\delta_{bd}$.

**Independence and span.** For any complex numbers $g_{cd}$, linearity of the trace gives

$$\operatorname{tr}\Big(W_{ab}^\dagger\sum_{c,d}g_{cd}W_{cd}\Big)=n\,g_{ab}.$$

If the combination is the zero matrix, then $n\,g_{ab}=0$ for every pair, so all $g_{ab}$ vanish. The matrix space has dimension $n^2$, and $n^2$ independent elements span it.

**Expansion and Parseval.** By spanning, $A=\sum g_{cd}W_{cd}$ for some $g$, and the last display identifies $g_{ab}=\operatorname{tr}(W_{ab}^\dagger A)/n$. Inserting the expansion of $B$ into $\operatorname{tr}(A^\dagger B)$ gives $\frac1n\sum_{a,b}\operatorname{tr}(W_{ab}^\dagger B)\operatorname{tr}(A^\dagger W_{ab})$. Since $\operatorname{tr}(M^\dagger)=\overline{\operatorname{tr}M}$ for any matrix $M$, and $(W_{ab}^\dagger A)^\dagger=A^\dagger W_{ab}$, the second trace is $\overline{\operatorname{tr}(W_{ab}^\dagger A)}$.

## The Lean file

```lean
import Mathlib

open Matrix

namespace ClockShiftBasis

noncomputable section

variable {n : ℕ} [NeZero n]

/-- The phase `ω = exp(2πi/n)`. -/
def omega (n : ℕ) : ℂ := Complex.exp (2 * Real.pi * Complex.I / n)

/-- The cyclic shift `X`, sending basis state `j` to basis state `j + 1` modulo `n`. -/
def shift (n : ℕ) : Matrix (ZMod n) (ZMod n) ℂ :=
  Matrix.of fun i j => if i = j + 1 then 1 else 0

/-- The clock matrix `Z = diag(1, ω, …, ω^(n-1))`. -/
def clock (n : ℕ) : Matrix (ZMod n) (ZMod n) ℂ :=
  Matrix.diagonal fun j => omega n ^ j.val

/-- The matrix `X^a Z^b` with exponents `0 ≤ a, b < n`. -/
def weyl (a b : ZMod n) : Matrix (ZMod n) (ZMod n) ℂ :=
  shift n ^ a.val * clock n ^ b.val

/-- The phase `ω` is a primitive `n`-th root of unity. -/
theorem omega_primitive : IsPrimitiveRoot (omega n) n :=
  Complex.isPrimitiveRoot_exp n (NeZero.ne n)

/-- The power `X^k` sends basis state `j` to basis state `j + k` modulo `n`. -/
theorem shift_pow_apply (k : ℕ) (i j : ZMod n) :
    (shift n ^ k) i j = if i = j + (k : ZMod n) then 1 else 0 := by
  induction k generalizing i with
  | zero => simp [Matrix.one_apply]
  | succ k ih =>
    rw [pow_succ', Matrix.mul_apply, Finset.sum_eq_single (j + (k : ZMod n))]
    · rw [ih]
      simp [shift, add_assoc]
    · intro l _ hl
      rw [ih, if_neg hl, mul_zero]
    · intro h
      exact absurd (Finset.mem_univ _) h

/-- Column `j` of `X^a Z^b` has the entry `ω^(jb)` in row `j + a` and zeros elsewhere. -/
theorem weyl_apply (a b i j : ZMod n) :
    weyl a b i j = if i = j + a then omega n ^ (j.val * b.val) else 0 := by
  rw [weyl, clock, Matrix.diagonal_pow, Matrix.mul_diagonal, shift_pow_apply,
    ZMod.natCast_zmod_val, Pi.pow_apply, pow_mul]
  split_ifs <;> simp

/-- Orthogonality of the phases: `∑_j conj(ω^(jb)) ω^(jd) = n δ_bd`. -/
theorem phase_orthogonality (b d : ZMod n) :
    ∑ j : ZMod n, star (omega n ^ (j.val * b.val)) * omega n ^ (j.val * d.val)
      = if b = d then (n : ℂ) else 0 := by
  have hp : IsPrimitiveRoot (omega n) n := omega_primitive
  have hn1 : omega n ^ n = 1 := hp.pow_eq_one
  have hnorm : ‖omega n‖ = 1 := hp.norm'_eq_one (NeZero.ne n)
  have hw : omega n * star (omega n) = 1 := by
    have h := Complex.mul_conj (omega n)
    rw [Complex.normSq_eq_norm_sq, hnorm] at h
    simpa using h
  have hs1 : star (omega n) ^ n = 1 := by rw [← star_pow, hn1, star_one]
  -- the sum is geometric with ratio `u`
  obtain ⟨u, hu⟩ : ∃ u, u = star (omega n) ^ b.val * omega n ^ d.val := ⟨_, rfl⟩
  have hterm : ∀ j : ZMod n,
      star (omega n ^ (j.val * b.val)) * omega n ^ (j.val * d.val) = u ^ j.val := by
    intro j
    rw [star_pow, hu]
    ring
  simp only [hterm]
  split_ifs with hbd
  · have hu1 : u = 1 := by rw [hu, hbd, ← mul_pow, mul_comm, hw, one_pow]
    simp [hu1, ZMod.card]
  · have hun : u ^ n = 1 := by
      have h : u ^ n = (star (omega n) ^ n) ^ b.val * (omega n ^ n) ^ d.val := by
        rw [hu]
        ring
      rw [h, hs1, hn1, one_pow, one_pow, one_mul]
    -- primitivity of `ω` forces `u ≠ 1` for `b ≠ d`
    have hu1 : u ≠ 1 := by
      intro h1
      have h : omega n ^ b.val = omega n ^ d.val := by
        calc omega n ^ b.val = omega n ^ b.val * u := by rw [h1, mul_one]
          _ = (omega n * star (omega n)) ^ b.val * omega n ^ d.val := by rw [hu]; ring
          _ = omega n ^ d.val := by rw [hw, one_pow, one_mul]
      exact hbd (ZMod.val_injective n (hp.pow_inj (ZMod.val_lt b) (ZMod.val_lt d) h))
    have hsum : ∑ j : ZMod n, u ^ j.val = ∑ k ∈ Finset.range n, u ^ k :=
      Finset.sum_nbij' (fun j => j.val) (fun k => (k : ZMod n))
        (fun j _ => Finset.mem_range.mpr (ZMod.val_lt j))
        (fun _ _ => Finset.mem_univ _)
        (fun j _ => ZMod.natCast_zmod_val j)
        (fun _ hk => ZMod.val_cast_of_lt (Finset.mem_range.mp hk))
        (fun _ _ => rfl)
    rw [hsum, geom_sum_eq hu1, hun, sub_self, zero_div]

/-- Trace orthogonality: `tr((X^a Z^b)† X^c Z^d) = n δ_ac δ_bd`. -/
theorem weyl_trace_orthogonality (a b c d : ZMod n) :
    ((weyl a b)ᴴ * weyl c d).trace = if a = c ∧ b = d then (n : ℂ) else 0 := by
  have htr : ((weyl a b)ᴴ * weyl c d).trace
      = ∑ j, ∑ i, star (weyl a b i j) * weyl c d i j := by
    simp only [Matrix.trace, Matrix.diag_apply, Matrix.mul_apply, Matrix.conjTranspose_apply]
  -- in each column the two supports overlap only for `a = c`
  have hcol : ∀ j, ∑ i, star (weyl a b i j) * weyl c d i j
      = if a = c then star (omega n ^ (j.val * b.val)) * omega n ^ (j.val * d.val) else 0 := by
    intro j
    rw [Finset.sum_eq_single (j + a)]
    · rw [weyl_apply, weyl_apply, if_pos rfl]
      by_cases h : a = c
      · rw [if_pos h, if_pos (by rw [h])]
      · rw [if_neg h, if_neg (fun e => h (add_left_cancel e)), mul_zero]
    · intro i _ hi
      rw [weyl_apply a b, if_neg hi, star_zero, zero_mul]
    · intro h
      exact absurd (Finset.mem_univ _) h
  rw [htr]
  simp only [hcol]
  by_cases h : a = c
  · simp only [h, if_true, true_and]
    exact phase_orthogonality b d
  · simp [h]

/-- Tracing a combination `∑ g_cd X^c Z^d` against `(X^a Z^b)†` gives `n g_ab`. -/
theorem trace_weyl_combination (g : ZMod n × ZMod n → ℂ) (p : ZMod n × ZMod n) :
    ((weyl p.1 p.2)ᴴ * ∑ q, g q • weyl q.1 q.2).trace = n * g p := by
  rw [Matrix.mul_sum, Matrix.trace_sum, Finset.sum_eq_single p]
  · rw [Matrix.mul_smul, Matrix.trace_smul, weyl_trace_orthogonality, if_pos ⟨rfl, rfl⟩,
      smul_eq_mul, mul_comm]
  · intro q _ hq
    rw [Matrix.mul_smul, Matrix.trace_smul, weyl_trace_orthogonality,
      if_neg (fun h => hq (Prod.ext h.1.symm h.2.symm)), smul_zero]
  · intro h
    exact absurd (Finset.mem_univ _) h

/-- The `n²` matrices `X^a Z^b` are linearly independent and span all complex `n × n`
matrices. -/
theorem weyl_basis :
    LinearIndependent ℂ (fun p : ZMod n × ZMod n => weyl p.1 p.2) ∧
      Submodule.span ℂ (Set.range fun p : ZMod n × ZMod n => weyl p.1 p.2) = ⊤ := by
  have hn : (n : ℂ) ≠ 0 := Nat.cast_ne_zero.mpr (NeZero.ne n)
  have hli : LinearIndependent ℂ (fun p : ZMod n × ZMod n => weyl p.1 p.2) := by
    rw [Fintype.linearIndependent_iff]
    intro g hg p
    have h := trace_weyl_combination g p
    have hg' : ∑ q, g q • weyl q.1 q.2 = 0 := hg
    rw [hg', Matrix.mul_zero, Matrix.trace_zero] at h
    exact (mul_eq_zero.mp h.symm).resolve_left hn
  -- `n²` independent vectors in a space of dimension `n²`
  refine ⟨hli, hli.span_eq_top_of_card_eq_finrank ?_⟩
  simp [Module.finrank_matrix]

/-- Every matrix expands as `A = ∑_ab (tr((X^a Z^b)† A) / n) X^a Z^b`. -/
theorem weyl_expansion (A : Matrix (ZMod n) (ZMod n) ℂ) :
    A = ∑ p : ZMod n × ZMod n, (((weyl p.1 p.2)ᴴ * A).trace / n) • weyl p.1 p.2 := by
  have hn : (n : ℂ) ≠ 0 := Nat.cast_ne_zero.mpr (NeZero.ne n)
  obtain ⟨g, hg⟩ : ∃ g : ZMod n × ZMod n → ℂ, ∑ q, g q • weyl q.1 q.2 = A := by
    have h := (Module.Basis.mk (weyl_basis (n := n)).1 (weyl_basis (n := n)).2.ge).sum_repr A
    simp only [Module.Basis.mk_apply] at h
    exact ⟨_, h⟩
  have hc : ∀ p : ZMod n × ZMod n, ((weyl p.1 p.2)ᴴ * A).trace / n = g p := by
    intro p
    rw [← hg, trace_weyl_combination, mul_div_cancel_left₀ _ hn]
  simp only [hc]
  exact hg.symm

/-- Parseval identity for the trace inner product:
`tr(A† B) = (1/n) ∑_ab conj(tr((X^a Z^b)† A)) tr((X^a Z^b)† B)`. -/
theorem weyl_parseval (A B : Matrix (ZMod n) (ZMod n) ℂ) :
    (Aᴴ * B).trace = (∑ p : ZMod n × ZMod n,
      star (((weyl p.1 p.2)ᴴ * A).trace) * ((weyl p.1 p.2)ᴴ * B).trace) / n := by
  have hB : (Aᴴ * B).trace = (Aᴴ * ∑ p : ZMod n × ZMod n,
      (((weyl p.1 p.2)ᴴ * B).trace / n) • weyl p.1 p.2).trace :=
    congrArg (fun M => (Aᴴ * M).trace) (weyl_expansion B)
  rw [hB, Matrix.mul_sum, Matrix.trace_sum, Finset.sum_div]
  refine Finset.sum_congr rfl fun p _ => ?_
  rw [Matrix.mul_smul, Matrix.trace_smul, smul_eq_mul, ← Matrix.trace_conjTranspose,
    Matrix.conjTranspose_mul, Matrix.conjTranspose_conjTranspose]
  ring

end

end ClockShiftBasis
```

```lean
#print axioms ClockShiftBasis.weyl_trace_orthogonality
-- 'ClockShiftBasis.weyl_trace_orthogonality' depends on axioms: [propext, Classical.choice, Quot.sound]
#print axioms ClockShiftBasis.weyl_parseval
-- 'ClockShiftBasis.weyl_parseval' depends on axioms: [propext, Classical.choice, Quot.sound]
```

## How the lemmas follow the derivation

`omega_primitive` takes primitivity of $\omega$ from Mathlib's `Complex.isPrimitiveRoot_exp`. `shift_pow_apply` is an induction on $k$: `pow_succ'` writes $X^{k+1}=X\,X^k$, and `Finset.sum_eq_single` collapses the sum over the intermediate index to the one term $j+k$. `weyl_apply` multiplies by the diagonal matrix $Z^b$ and arrives at the entry formula. Its exponent `j.val * b.val` is the plain product of the two representatives, not reduced modulo $n$.

In `phase_orthogonality`, `hw` records $\omega\bar\omega=1$ and `hterm` rewrites each term as $u^j$. The case $b=d$ reduces to counting the $n$ elements of `ZMod n`. In the other case `hun` gives $u^n=1$, and `hu1` gives $u\ne1$ through `hp.pow_inj`, which is the distinctness of the powers below $n$. Then `hsum` moves the sum from `ZMod n` to `Finset.range n`, where `geom_sum_eq` supplies $(u^n-1)/(u-1)$.

`weyl_trace_orthogonality` writes the trace as the double sum `htr`. The step `hcol` performs the sum over $i$ in each column, with `add_left_cancel` turning $j+a=j+c$ into $a=c$. `trace_weyl_combination` is the coefficient extraction $n\,g_{ab}$, with the pair $(a,b)$ called `p`. `weyl_basis` applies it to a vanishing combination, and `span_eq_top_of_card_eq_finrank` does the dimension count. `weyl_expansion` packages both halves into a `Module.Basis`, takes the coefficients `g` that it provides, and identifies them with the traces in `hc`. `weyl_parseval` substitutes the expansion of $B$ and compares term by term, using `Matrix.trace_conjTranspose` for the conjugated trace.

## Reach and limits for an implementation

The theorems hold for every $n\ge1$, prime or composite, and for every complex matrix, with no assumption of Hermiticity, positivity or unit trace. At $n=1$ there is one label, $\omega=1$, $X=Z=(1)$, and the orthogonality relation reads $1=1$. No physical hypothesis is postulated. The structural input is a finite number $n$ of levels; the cyclic arrangement belongs to the basis, not to the system. A truncated oscillator or a chain with open ends can still have its operators expanded in the $W_{ab}$, since they span everything. However, $X$ contains the element linking level $n-1$ to level $0$, so it is not the one-step raising operator of such a model, and for $n\ge3$ the combination $X+X^\dagger$ is, up to the hopping amplitude, the uniform nearest-neighbour hopping term of the ring, not of the open chain. At $n=2$, $X$ itself coincides, again up to the amplitude, with the hopping term of the open two-site chain.

The file fixes the conventions above: shift direction $j\to j+1$, the sign $+2\pi i/n$ in $\omega$, and the order $X^aZ^b$. Changing them relabels the matrices or multiplies them by unit phases, so the four identities keep their form, but the coefficient table of a given matrix changes in general. A table built with the other order differs by phases, because $Z^bX^a$ sends $e_j$ to $\omega^{(j+a)b}e_{j+a}$ and so equals $\omega^{ab}X^aZ^b$. The basis is over $\mathbb C$ and its members are in general not Hermitian, so a Hermitian operator need not have real coefficients. At $n=2$, $X$ and $Z$ are the Pauli matrices $\sigma_x$ and $\sigma_z$, while $\sigma_y=iXZ$ has coefficient $\alpha_{11}=i$. The reordering phase, the Pauli example, the purity formula and the truncation cost are consequences worked out in this note only, and the file states none of them as a theorem.

The arithmetic is exact. The file says nothing about rounding in $\omega^{jb}$, about integer overflow or reduction of the product $jb$, or about the cost of computing the coefficients. It also doesn't treat tensor products of several $n$-level systems, multiplication rules among the $W_{ab}$, or the limit of infinitely many levels.
